# Recovering an even kernel on a finite ring from its cosine transform

Let k be a real function of the displacement on a ring of n sites, with n nonzero, and suppose k is even, so that k(−j) = k(j). Its cosine transform at wave number m is the sum over j of k(j) cos(2πjm/n), with no prefactor. The theorem `cosine_inversion` says that summing this transform against cos(2πdm/n) over all n wave numbers gives n·k(d), for every displacement d. The proof exchanges the two sums, turns each product of cosines into a sum of two cosines, and uses orthogonality to keep only the terms j = d and j = −d, which evenness then makes equal.

In Lean, a first try:

```lean
import Mathlib

open Matrix
open scoped Real

namespace BochnerRing

noncomputable section

variable {n : ℕ} [NeZero n]

/-- The cosine transform of the kernel at wave number `m`. -/
def spectrum (k : ZMod n → ℝ) (m : ZMod n) : ℝ :=
  ∑ j : ZMod n, k j * Real.cos (2 * π * (j.val : ℝ) * (m.val : ℝ) / n)

/-- The real part of the standard character of the ring. -/
def ringCos (a : ZMod n) : ℝ := (ZMod.stdAddChar a).re

/-- The imaginary part of the standard character of the ring. -/
def ringSin (a : ZMod n) : ℝ := (ZMod.stdAddChar a).im

/-- On integer representatives the two parts of the character are the cosine and the sine
of `2 π z / n`. -/
theorem ringCos_ringSin_intCast (z : ℤ) :
    ringCos (z : ZMod n) = Real.cos (2 * π * z / n) ∧
      ringSin (z : ZMod n) = Real.sin (2 * π * z / n) := by
  have h : ZMod.stdAddChar (z : ZMod n)
      = Complex.exp (((2 * π * z / n : ℝ) : ℂ) * Complex.I) := by
    rw [ZMod.stdAddChar_coe]
    congr 1
    push_cast
    ring
  unfold ringCos ringSin
  rw [h]
  exact ⟨Complex.exp_ofReal_mul_I_re _, Complex.exp_ofReal_mul_I_im _⟩

/-- Addition formulas for the cosine wave on the ring. -/
theorem ringCos_sub_add (a b : ZMod n) :
    ringCos (a - b) = ringCos a * ringCos b + ringSin a * ringSin b ∧
      ringCos (a + b) = ringCos a * ringCos b - ringSin a * ringSin b := by
  obtain ⟨x, rfl⟩ := ZMod.intCast_surjective a
  obtain ⟨y, rfl⟩ := ZMod.intCast_surjective b
  rw [← Int.cast_sub, ← Int.cast_add]
  simp only [(ringCos_ringSin_intCast _).1, (ringCos_ringSin_intCast _).2]
  rw [← Real.cos_sub, ← Real.cos_add]
  constructor <;> congr 1 <;> push_cast <;> ring

/-- The cosine wave summed over all wave numbers is `n` at zero displacement and vanishes
at every other displacement. -/
theorem sum_ringCos (b : ZMod n) :
    ∑ m : ZMod n, ringCos (m * b) = if b = 0 then (n : ℝ) else 0 := by
  have h := congrArg Complex.re
    (AddChar.sum_mulShift b (ZMod.isPrimitive_stdAddChar n))
  rw [Complex.re_sum] at h
  unfold ringCos
  rw [h]
  split_ifs <;> simp [ZMod.card]

/-- The cosine transform written with the cosine wave on the ring. -/
lemma spectrum_eq (k : ZMod n → ℝ) (m : ZMod n) :
    spectrum k m = ∑ j, k j * ringCos (j * m) := by
  have key : ∀ x y : ℕ, ringCos ((x : ZMod n) * (y : ZMod n))
      = Real.cos (2 * π * (x : ℝ) * (y : ℝ) / n) := by
    intro x y
    have h := (ringCos_ringSin_intCast (n := n) ((x : ℤ) * (y : ℤ))).1
    push_cast at h
    rw [h]
    congr 1
    ring
  refine Finset.sum_congr rfl fun j _ => ?_
  have h := key j.val m.val
  rw [ZMod.natCast_zmod_val, ZMod.natCast_zmod_val] at h
  rw [h]

/-- An even kernel is recovered from its cosine transform. -/
theorem cosine_inversion {k : ZMod n → ℝ} (hk : ∀ j, k (-j) = k j) (d : ZMod n) :
    (n : ℝ) * k d = ∑ m, spectrum k m * ringCos (d * m) := by
  simp only [spectrum_eq, Finset.sum_mul]
  refine Eq.trans ?_ Finset.sum_comm
  -- product-to-sum formula, then orthogonality
  have h : ∀ j : ZMod n, ∑ m, k j * ringCos (j * m) * ringCos (d * m)
      = (if j = d then k j / 2 * n else 0) + (if j = -d then k j / 2 * n else 0) := by
    intro j
    have e : ∑ m, k j * ringCos (j * m) * ringCos (d * m)
        = k j / 2 * (∑ m, ringCos (m * (j - d)) + ∑ m, ringCos (m * (j + d))) := by
      rw [← Finset.sum_add_distrib, Finset.mul_sum]
      refine Finset.sum_congr rfl fun m _ => ?_
      rw [mul_sub, mul_add, (ringCos_sub_add _ _).1, (ringCos_sub_add _ _).2,
        mul_comm m j, mul_comm m d]
      ring
    rw [e, sum_ringCos, sum_ringCos]
    simp only [sub_eq_zero, add_eq_zero_iff_eq_neg, mul_add, mul_ite, mul_zero]
  rw [Finset.sum_congr rfl fun j _ => h j, Finset.sum_add_distrib,
    Finset.sum_ite_eq', Finset.sum_ite_eq']
  simp only [Finset.mem_univ, if_true, hk]
  ring

end

end BochnerRing
```

The compiler's answer:

```
Main.lean:88:53: error: Tactic `rewrite` failed: Did not find an occurrence of the pattern
  ringCos (?m.290 + ?m.291)
in the target expression
  k j * ringCos (j * m) * ringCos (d * m) =
    k j / 2 * (ringCos (m * j) * ringCos (m * d) + ringSin (m * j) * ringSin (m * d)) + k j / 2 * ringCos (m * (j + d))

n : ℕ
inst✝ : NeZero n
k : ZMod n → ℝ
hk : ∀ (j : ZMod n), k (-j) = k j
d j m : ZMod n
x✝ : m ∈ Finset.univ
⊢ k j * ringCos (j * m) * ringCos (d * m) =
    k j / 2 * (ringCos (m * j) * ringCos (m * d) + ringSin (m * j) * ringSin (m * d)) + k j / 2 * ringCos (m * (j + d))
```

Fix (accepted with no message):

```diff
@@ -86,5 +86,5 @@
       rw [← Finset.sum_add_distrib, Finset.mul_sum]
       refine Finset.sum_congr rfl fun m _ => ?_
-      rw [mul_sub, mul_add, (ringCos_sub_add _ _).1, (ringCos_sub_add _ _).2,
+      rw [mul_sub m j d, mul_add m j d, (ringCos_sub_add _ _).1, (ringCos_sub_add _ _).2,
         mul_comm m j, mul_comm m d]
       ring
```

Cause. The error says that `rw` found no `ringCos` of a sum to which the second addition formula could apply. The goal still contains `ringCos (m * (j + d))`, whose argument is a product, because `mul_add` was spent elsewhere. Given without arguments, `mul_add` fits any product whose right factor is a sum, and here it matched the outer product, `k j / 2` times the sum of two cosine terms. The displayed goal shows that factor distributed over the two terms, with `m * (j + d)` left untouched.

Writing `mul_add m j d` fixes the pattern as `m * (j + d)`, so the rewrite produces `m * j + m * d` inside `ringCos`, and the addition formula applies. The arguments added to `mul_sub` are mere tidying, since that rewrite had already expanded `m * (j - d)` as intended.
